# Gradient of the overlap of two concentric correlated Gaussians with respect to a matrix factor of one exponent

When the exponent matrices of a correlated Gaussian basis are parametrised by matrix factors, a gradient-based optimisation of the energy can use the derivatives of the overlap integrals with respect to those factors. For two unnormalised concentric Gaussians with real exponent matrices \(LL^T\) and \(B\), with \(B\) positive definite, the file below gives this derivative in closed form.

```lean
import Mathlib

open Matrix

namespace CorrelatedGaussianGradient

noncomputable section

variable {n : ℕ}

/-- The summed exponent matrix `L Lᵀ + B` of two correlated Gaussians, the first of which
is given by the factor `L` and the second by the exponent matrix `B`. -/
def exponentSum (L B : Matrix (Fin n) (Fin n) ℝ) : Matrix (Fin n) (Fin n) ℝ :=
  L * Lᵀ + B

/-- The closed form `(πⁿ / det (L Lᵀ + B))^(3/2)` of the overlap of two concentric correlated
Gaussians of `n` three-dimensional coordinates, for `L Lᵀ + B` positive definite. -/
def overlap (L B : Matrix (Fin n) (Fin n) ℝ) : ℝ :=
  (Real.pi ^ n / (exponentSum L B).det) ^ (3 / 2 : ℝ)

/-- Jacobi's formula: the derivative of the determinant along a differentiable curve of
matrices is the trace of the adjugate times the velocity. -/
theorem jacobi_formula {A : ℝ → Matrix (Fin n) (Fin n) ℝ} {A' : Matrix (Fin n) (Fin n) ℝ}
    {t : ℝ} (h : ∀ i j, HasDerivAt (fun s => A s i j) (A' i j) t) :
    HasDerivAt (fun s => (A s).det) ((A t).adjugate * A').trace t := by
  -- differentiate the permutation expansion term by term
  have h1 : HasDerivAt
      (fun s => ∑ σ : Equiv.Perm (Fin n),
        ((Equiv.Perm.sign σ : ℤ) : ℝ) * ∏ i, A s (σ i) i)
      (∑ σ : Equiv.Perm (Fin n), ((Equiv.Perm.sign σ : ℤ) : ℝ) *
        ∑ i, (∏ j ∈ Finset.univ.erase i, A t (σ j) j) * A' (σ i) i) t := by
    refine HasDerivAt.fun_sum fun σ _ => HasDerivAt.const_mul _ ?_
    have h2 := HasDerivAt.fun_finsetProd (u := Finset.univ)
      (f := fun i s => A s (σ i) i) (fun i _ => h (σ i) i)
    simpa only [smul_eq_mul] using h2
  -- Cramer's rule: each diagonal entry is a determinant with one column replaced
  have key : ∀ i, ((A t).adjugate * A') i i =
      ∑ σ : Equiv.Perm (Fin n), ((Equiv.Perm.sign σ : ℤ) : ℝ) *
        ((∏ j ∈ Finset.univ.erase i, A t (σ j) j) * A' (σ i) i) := by
    intro i
    have h2 : ((A t).adjugate * A') i i =
        ((A t).updateCol i (fun k => A' k i)).det := by
      rw [← Matrix.cramer_apply, Matrix.cramer_eq_adjugate_mulVec]
      rfl
    rw [h2, Matrix.det_apply']
    refine Finset.sum_congr rfl fun σ _ => ?_
    have hp : ∏ j ∈ Finset.univ.erase i, (A t).updateCol i (fun k => A' k i) (σ j) j =
        ∏ j ∈ Finset.univ.erase i, A t (σ j) j :=
      Finset.prod_congr rfl fun j hj => Matrix.updateCol_ne (Finset.ne_of_mem_erase hj)
    rw [← Finset.prod_erase_mul _ _ (Finset.mem_univ i), hp, Matrix.updateCol_self]
  simp only [Matrix.det_apply']
  refine h1.congr_deriv ?_
  simp only [Matrix.trace, Matrix.diag_apply, key, Finset.mul_sum]
  exact Finset.sum_comm

/-- The summed exponent matrix is positive definite when `B` is. -/
theorem exponentSum_posDef (L : Matrix (Fin n) (Fin n) ℝ) {B : Matrix (Fin n) (Fin n) ℝ}
    (hB : B.PosDef) : (exponentSum L B).PosDef := by
  have h := Matrix.posSemidef_self_mul_conjTranspose L
  rw [Matrix.conjTranspose_eq_transpose_of_trivial] at h
  rw [exponentSum, add_comm]
  exact hB.add_posSemidef h

/-- The inverse of the summed exponent matrix is symmetric when `B` is positive definite. -/
theorem exponentSum_inv_transpose (L : Matrix (Fin n) (Fin n) ℝ)
    {B : Matrix (Fin n) (Fin n) ℝ} (hB : B.PosDef) :
    ((exponentSum L B)⁻¹)ᵀ = (exponentSum L B)⁻¹ := by
  have h := (exponentSum_posDef L hB).isHermitian.eq
  rw [Matrix.conjTranspose_eq_transpose_of_trivial] at h
  rw [Matrix.transpose_nonsing_inv, h]

/-- For positive definite `B`, when the factor `L` moves with velocity `L'`, the determinant of `C =
L Lᵀ + B` changes at the rate `2 det C tr(Lᵀ C⁻¹ L')`. -/
theorem det_hasDerivAt {L : ℝ → Matrix (Fin n) (Fin n) ℝ} {L' B : Matrix (Fin n) (Fin n) ℝ}
    {t : ℝ} (hB : B.PosDef) (hL : ∀ i j, HasDerivAt (fun s => L s i j) (L' i j) t) :
    HasDerivAt (fun s => (exponentSum (L s) B).det)
      (2 * (exponentSum (L t) B).det *
        ((L t)ᵀ * (exponentSum (L t) B)⁻¹ * L').trace) t := by
  have hC : ∀ i j, HasDerivAt (fun s => exponentSum (L s) B i j)
      ((L' * (L t)ᵀ + L t * L'ᵀ) i j) t := by
    intro i j
    simp only [exponentSum, Matrix.add_apply, Matrix.mul_apply, Matrix.transpose_apply,
      ← Finset.sum_add_distrib]
    exact (HasDerivAt.fun_sum fun k _ => (hL i k).fun_mul (hL j k)).add_const _
  refine (jacobi_formula hC).congr_deriv ?_
  have hdet := (exponentSum_posDef (L t) hB).det_pos.ne'
  have hsym := exponentSum_inv_transpose (L t) hB
  have hadj : (exponentSum (L t) B).adjugate =
      (exponentSum (L t) B).det • (exponentSum (L t) B)⁻¹ := by
    rw [Matrix.inv_def, Ring.inverse_eq_inv', smul_smul, mul_inv_cancel₀ hdet, one_smul]
  rw [hadj]
  generalize (exponentSum (L t) B)⁻¹ = P at hsym ⊢
  -- the two product-rule terms have the same trace
  have h1 : (P * (L' * (L t)ᵀ)).trace = ((L t)ᵀ * P * L').trace := by
    rw [← Matrix.mul_assoc, Matrix.trace_mul_comm, ← Matrix.mul_assoc]
  have h2 : (P * (L t * L'ᵀ)).trace = (P * (L' * (L t)ᵀ)).trace := by
    rw [← Matrix.trace_transpose, Matrix.transpose_mul, Matrix.transpose_mul,
      Matrix.transpose_transpose, hsym, Matrix.trace_mul_comm]
  rw [Matrix.smul_mul, Matrix.trace_smul, Matrix.mul_add, Matrix.trace_add, h2, h1,
    smul_eq_mul]
  ring

/-- Chain rule for the overlap with `B` positive definite: when the factor `L` moves with velocity
`L'`, the overlap `S` changes at the rate `-3 S tr(Lᵀ C⁻¹ L')`, where `C = L Lᵀ + B`. -/
theorem overlap_hasDerivAt_curve {L : ℝ → Matrix (Fin n) (Fin n) ℝ}
    {L' B : Matrix (Fin n) (Fin n) ℝ} {t : ℝ} (hB : B.PosDef)
    (hL : ∀ i j, HasDerivAt (fun s => L s i j) (L' i j) t) :
    HasDerivAt (fun s => overlap (L s) B)
      (-3 * overlap (L t) B * ((L t)ᵀ * (exponentSum (L t) B)⁻¹ * L').trace) t := by
  have hD := det_hasDerivAt hB hL
  have hdet := (exponentSum_posDef (L t) hB).det_pos.ne'
  have hg : Real.pi ^ n / (exponentSum (L t) B).det ≠ 0 :=
    div_ne_zero (pow_ne_zero _ Real.pi_ne_zero) hdet
  have h := ((hasDerivAt_const t (Real.pi ^ n)).fun_div hD hdet).rpow_const
    (p := (3 / 2 : ℝ)) (Or.inl hg)
  refine h.congr_deriv ?_
  rw [Real.rpow_sub_one hg, overlap]
  generalize (Real.pi ^ n / (exponentSum (L t) B).det) ^ (3 / 2 : ℝ) = G
  have hpi : Real.pi ^ n ≠ 0 := pow_ne_zero _ Real.pi_ne_zero
  generalize Real.pi ^ n = p at hpi ⊢
  generalize ((L t)ᵀ * (exponentSum (L t) B)⁻¹ * L').trace = τ
  generalize (exponentSum (L t) B).det = D at hdet ⊢
  field_simp
  ring

/-- Analytic overlap gradient for positive definite `B`: the derivative of the overlap `S` at `L` in
the direction `E` is `-3 S tr(Lᵀ C⁻¹ E)`, where `C = L Lᵀ + B`. -/
theorem overlap_hasDerivAt (L E : Matrix (Fin n) (Fin n) ℝ) {B : Matrix (Fin n) (Fin n) ℝ}
    (hB : B.PosDef) :
    HasDerivAt (fun t : ℝ => overlap (L + t • E) B)
      (-3 * overlap L B * (Lᵀ * (exponentSum L B)⁻¹ * E).trace) 0 := by
  have hL : ∀ i j, HasDerivAt (fun s : ℝ => (L + s • E) i j) (E i j) 0 := by
    intro i j
    simp only [Matrix.add_apply, Matrix.smul_apply, smul_eq_mul]
    exact (((hasDerivAt_id' (0 : ℝ)).mul_const _).const_add _).congr_deriv (one_mul _)
  have h := overlap_hasDerivAt_curve (L := fun s : ℝ => L + s • E) hB hL
  simpa only [zero_smul, add_zero] using h

/-- For positive definite `B`, the partial derivative of the overlap `S` with respect to the single
entry `L i j` is `-3 S (C⁻¹ L) i j`, where `C = L Lᵀ + B`. -/
theorem overlap_partial (L : Matrix (Fin n) (Fin n) ℝ) {B : Matrix (Fin n) (Fin n) ℝ}
    (hB : B.PosDef) (i j : Fin n) :
    HasDerivAt (fun t : ℝ => overlap (L + t • Matrix.single i j (1 : ℝ)) B)
      (-3 * overlap L B * ((exponentSum L B)⁻¹ * L) i j) 0 := by
  refine (overlap_hasDerivAt L _ hB).congr_deriv ?_
  have h : ∀ M : Matrix (Fin n) (Fin n) ℝ,
      (M * Matrix.single i j (1 : ℝ)).trace = M j i := by
    intro M
    simp [Matrix.trace, Matrix.mul_apply, Matrix.single_apply, ite_and]
  have h2 : Lᵀ * (exponentSum L B)⁻¹ = ((exponentSum L B)⁻¹ * L)ᵀ := by
    rw [Matrix.transpose_mul, exponentSum_inv_transpose L hB]
  rw [h, h2, Matrix.transpose_apply]

/-- For positive definite `B`, a lower triangular factor `L` is a stationary point of the overlap
under all lower triangular variations exactly when `L = 0`. -/
theorem overlap_stationary_iff {L B : Matrix (Fin n) (Fin n) ℝ} (hB : B.PosDef)
    (hL : ∀ i j, i < j → L i j = 0) :
    (∀ E : Matrix (Fin n) (Fin n) ℝ, (∀ i j, i < j → E i j = 0) →
      HasDerivAt (fun t : ℝ => overlap (L + t • E) B) 0 0) ↔ L = 0 := by
  constructor
  · intro h
    by_contra hne
    have hC := exponentSum_posDef L hB
    have hS : 0 < overlap L B :=
      Real.rpow_pos_of_pos (div_pos (pow_pos Real.pi_pos n) hC.det_pos) _
    -- scaling `L` itself is an allowed variation, with a strictly positive trace
    have hcol : ∀ j, (Lᵀ * (exponentSum L B)⁻¹ * L) j j =
        (fun k => L k j) ⬝ᵥ ((exponentSum L B)⁻¹ *ᵥ fun k => L k j) := by
      intro j
      rw [Matrix.mul_assoc]
      rfl
    have hpos : ∀ j, (fun k => L k j) ≠ 0 →
        0 < (Lᵀ * (exponentSum L B)⁻¹ * L) j j := by
      intro j hj
      rw [hcol]
      simpa only [star_trivial] using hC.inv.dotProduct_mulVec_pos hj
    have hnonneg : ∀ j, 0 ≤ (Lᵀ * (exponentSum L B)⁻¹ * L) j j := by
      intro j
      by_cases hj : (fun k => L k j) = 0
      · rw [hcol, hj, zero_dotProduct]
      · exact (hpos j hj).le
    have hex : ∃ j, (fun k => L k j) ≠ 0 := by
      by_contra hall
      refine hne (Matrix.ext fun i j => ?_)
      exact congrFun (not_not.mp fun hj => hall ⟨j, hj⟩) i
    obtain ⟨j, hj⟩ := hex
    have htr : 0 < (Lᵀ * (exponentSum L B)⁻¹ * L).trace :=
      Finset.sum_pos' (fun k _ => hnonneg k) ⟨j, Finset.mem_univ j, hpos j hj⟩
    have h0 := (h L hL).unique (overlap_hasDerivAt L L hB)
    have h1 := mul_pos hS htr
    linarith
  · intro h E _
    refine (overlap_hasDerivAt L E hB).congr_deriv ?_
    rw [h, Matrix.transpose_zero, Matrix.zero_mul, Matrix.zero_mul, Matrix.trace_zero,
      mul_zero]

end

end CorrelatedGaussianGradient
```

```lean
#print axioms CorrelatedGaussianGradient.overlap_partial
-- 'CorrelatedGaussianGradient.overlap_partial' depends on axioms: [propext, Classical.choice, Quot.sound]
#print axioms CorrelatedGaussianGradient.overlap_stationary_iff
-- 'CorrelatedGaussianGradient.overlap_stationary_iff' depends on axioms: [propext, Classical.choice, Quot.sound]
```

## The overlap as a function of the factor

Let \(r_1,\dots,r_n\) be three-dimensional coordinates, and take the unnormalised Gaussians

\[
\exp\Big(-\sum_{ij}(LL^T)_{ij}\,r_i\cdot r_j\Big),\qquad \exp\Big(-\sum_{ij}B_{ij}\,r_i\cdot r_j\Big).
\]

Their product has the exponent matrix \(C=LL^T+B\), which is `exponentSum L B`. Diagonalising \(C\) splits the overlap integral into one-dimensional Gaussian integrals, three for each eigenvalue, and gives

\[
S=\left(\frac{\pi^n}{\det C}\right)^{3/2}.
\]

The file takes this closed form as the definition of `overlap L B` and does not evaluate the integral.

The main theorem, `overlap_hasDerivAt`, says that for every real square \(L\) and \(E\), the function \(t\mapsto S(L+tE)\) is differentiable at \(0\) with derivative

\[
-3\,S\,\mathrm{tr}(L^TC^{-1}E).
\]

`HasDerivAt f d x` means that `f` is differentiable at `x` with derivative `d`. The hypothesis `B.PosDef` includes the symmetry of \(B\) and says physically that the second Gaussian decays in every direction. The factor \(L\) need not be triangular or invertible, so a Cholesky factor is a special case.

`overlap_hasDerivAt_curve` gives the same formula along any entrywise differentiable curve, with velocity \(L'\) in place of \(E\). `overlap_partial` gives the single-entry form \(\partial S/\partial L_{ij}=-3S\,(C^{-1}L)_{ij}\); for a lower triangular parametrisation, only the entries with \(i\ge j\) are used.

In a variational calculation this supplies the derivatives of the off-diagonal overlaps that enter the energy gradient, for real, concentric Gaussians without angular prefactors. A diagonal overlap depends on \(L\) through both functions, and for invertible \(L\) its derivative is twice the formula above taken at \(B=LL^T\). The Hamiltonian matrix elements have their own derivatives, which are not treated here. If both functions are normalised, which requires \(L\) to be invertible, the normalisation factor of the first also varies with \(L\), and the normalised overlap \(\bar S\) has, in the direction \(E\), the derivative

\[
\bar S\left[\tfrac32\,\mathrm{tr}(L^{-1}E)-3\,\mathrm{tr}(L^TC^{-1}E)\right].
\]

## From the determinant to the gradient

For a differentiable matrix curve \(A\), start from \(\det A=\sum_\sigma \mathrm{sgn}(\sigma)\prod_i A_{\sigma(i)i}\). The product rule gives

\[
(\det A)'=\sum_i\sum_\sigma \mathrm{sgn}(\sigma)\,A'_{\sigma(i)i}\prod_{j\ne i}A_{\sigma(j)j}.
\]

For fixed \(i\), the inner sum is the determinant of \(A\) with column \(i\) replaced by that of \(A'\). By Cramer's rule it equals \((\mathrm{adj}(A)A')_{ii}\), so \((\det A)'=\mathrm{tr}(\mathrm{adj}(A)A')\). In `jacobi_formula`, `h1` differentiates the expansion and `key` is the Cramer step.

For \(x\neq0\),

\[
x^TCx=|L^Tx|^2+x^TBx>0,
\]

so \(C\) is positive definite (`exponentSum_posDef`). Hence \(\det C>0\) and \(\mathrm{adj}(C)=\det C\;C^{-1}\). With \(C'=L'L^T+LL'^T\), cyclicity of the trace gives

\[
\mathrm{tr}(C^{-1}L'L^T)=\mathrm{tr}(L^TC^{-1}L').
\]

Transposition and the symmetry of \(C^{-1}\) give

\[
\mathrm{tr}(C^{-1}LL'^T)=\mathrm{tr}(L'L^TC^{-1})=\mathrm{tr}(L^TC^{-1}L').
\]

These are `h1` and `h2` in `det_hasDerivAt`, and together they yield

\[
(\det C)'=2\det C\,\mathrm{tr}(L^TC^{-1}L').
\]

The chain rule then gives

\[
S'=-\frac32\,S\,\frac{(\det C)'}{\det C}=-3\,S\,\mathrm{tr}(L^TC^{-1}L').
\]

Lean differentiates the quotient, applies `rpow_const` for the power \(3/2\), and simplifies with `field_simp` and `ring`. The line \(L+tE\) has velocity \(E\). If \(E\) has a single \(1\) at position \((i,j)\), the trace is \((L^TC^{-1})_{ji}=(C^{-1}L)_{ij}\).

## Where the unnormalised overlap is stationary

`overlap_stationary_iff` says that a lower triangular \(L\) is stationary under all lower triangular variations exactly when \(L=0\), where the first Gaussian is a constant function. To see this, vary \(L\) along itself, \(E=L\). With \(\ell_j\) the columns of \(L\),

\[
\mathrm{tr}(L^TC^{-1}L)=\sum_j \ell_j^TC^{-1}\ell_j,
\]

which is positive if \(L\neq0\), because \(C^{-1}\) is positive definite. The derivative is then strictly negative, and since derivatives are unique (`unique`), it cannot also be zero. Conversely, at \(L=0\) the gradient formula gives zero for every \(E\).
